# For fermions at sharp particle number N ≥ 3, positivity on triples of annihilators implies the two-particle D condition

Q: You represent the state by a linear functional $w$ on an algebra of operators, with no wavefunction and no density matrix. Why should I accept that as the physics?

A: Because $w(X)$ plays the part of the expectation value $\langle X\rangle$, and a trial object in reduced-density-matrix theory is a list of such values that may or may not come from a real state. If $w$ were a genuine state, $w(B^*B)\ge 0$ would hold for every operator $B$ and there would be nothing to prove. So $w$ is only assumed linear, and positivity is imposed where we say so. The algebra `A` is any complex algebra with an adjoint operation `star`, and the finite type `ι` labels the spin orbitals.

In Lean 4 with Mathlib:

```lean
import Mathlib

open Matrix
open scoped ComplexOrder

namespace ThreeParticlePositivity

noncomputable section

variable {ι A : Type*} [Fintype ι] [DecidableEq ι] [Ring A] [StarRing A] [Algebra ℂ A]
```

Q: Where do the fermions enter?

A: Through the annihilators $a_i$, one per orbital, with creators $a_i^*$. They obey $a_ia_j+a_ja_i=0$ and $a_ia_j^*+a_j^*a_i=\delta_{ij}$, which is the convention for orthonormal spin orbitals.

```lean
/-- The canonical anticommutation relations for annihilators `a i` with creators `star (a i)`. -/
structure IsCAR (a : ι → A) : Prop where
  anti : ∀ i j, a i * a j + a j * a i = 0
  mixed : ∀ i j, a i * star (a j) + star (a j) * a i = if i = j then 1 else 0
```

The particle-number operator is $n=\sum_i a_i^*a_i$.

```lean
/-- The particle-number operator, the sum of `a i* a i` over all modes. -/
def number (a : ι → A) : A := ∑ i, star (a i) * a i
```

For positivity we also need the linear combinations of products of $p$ annihilators. The code takes the $p$-th power of the linear span of the $a_i$; for $p=0$ this gives the multiples of the identity.

```lean
/-- All linear combinations of products of `p` annihilators. -/
def products (a : ι → A) (p : ℕ) : Submodule ℂ A := (Submodule.span ℂ (Set.range a)) ^ p
```

Q: And the number of electrons? Fixing the average $\langle n\rangle=N$ is weaker than fixing $N$.

A: The sharp version is assumed: $w(Xn)=N\,w(X)$ for every $X$. If $w(X)=\mathrm{Tr}(\rho X)$ with a density operator $\rho$ on a finite Fock space, this says $n\rho=N\rho$, so $\rho$ lives in the $N$-particle sector. It describes a system with a definite electron count, not a grand-canonical mixture. Normalisation, $w(1)=1$, is not required.

```lean
/-- The functional `w` has sharp particle number `N`: `w (X n) = N w X` for every `X`. -/
def HasParticleNumber (a : ι → A) (w : A →ₗ[ℂ] ℂ) (N : ℕ) : Prop :=
  ∀ X, w (X * number a) = N * w X
```

Positivity of order $p$ then says $w(B^*B)\ge 0$ for all $p$-fold $B$. The inequality is taken in the complex numbers, where $0\le z$ means that $z$ is real and nonnegative.

```lean
/-- Positivity of order `p`: `w (B* B)` is real and nonnegative for every combination `B` of
products of `p` annihilators. -/
def OrderPositive (a : ι → A) (w : A →ₗ[ℂ] ℂ) (p : ℕ) : Prop :=
  ∀ B ∈ products a p, 0 ≤ w (star B * B)
```

Q: Is order 2 really the D condition I know?

A: Yes. Put $B=\sum_{ij}c_{ij}a_ia_j$ with complex coefficients $c_{ij}$. Then
$$w(B^*B)=\sum_{ijkl}\overline{c_{ij}}\,c_{kl}\,w(a_j^*a_i^*a_ka_l),$$
which is the quadratic form of the two-particle reduced density matrix, up to its normalisation factor. Nonnegativity for all $c$ means that this matrix is positive semidefinite. Order 3 says the same of the three-particle matrix. The expansion uses $(cX)^*=\bar c X^*$, which holds for operators; the theorems themselves do not need it.

Q: Then show me the argument without the computer.

A: It has four steps. First, move $n$ past one annihilator:
$$n a_j=\sum_i a_i^*a_ia_j=-\sum_i a_i^*a_ja_i=-\sum_i(\delta_{ij}-a_ja_i^*)a_i=a_jn-a_j.$$
By linearity, $nv=vn-v$ for every combination $v$ of annihilators.

Second, show $nB=Bn-pB$ for $p$-fold $B$ by induction. For $p=0$, $B$ is a number and commutes with $n$. If it holds for $B$, then
$$nBv=(Bn-pB)v=B(vn-v)-pBv=(Bv)n-(p+1)Bv,$$
and sums of such products inherit the relation.

Third, contract over one extra annihilator:
$$\sum_k(a_kB)^*(a_kB)=B^*\Big(\sum_k a_k^*a_k\Big)B=B^*nB=B^*Bn-pB^*B.$$
Applying $w$ and the sharp particle number gives
$$\sum_k w\big((a_kB)^*(a_kB)\big)=(N-p)\,w(B^*B).$$

Fourth, let $p=2$ and $N\ge3$. Each $a_kB$ is a triple operator, so the left side is nonnegative, and dividing by $N-2>0$ gives $w(B^*B)\ge0$.

Q: Does the code follow those steps?

A: Closely. The first lemma is the commutation with one mode. Its local statement `key` handles a single term of the sum, with `s`, `x`, `y` standing for $a_i^*$, $a_i$, $a_j$; `linear_combination` combines the two anticommutators as above, and the remaining sum over $\delta_{ij}$ leaves $a_j$.

```lean
omit [Algebra ℂ A] in
/-- Under the CAR an annihilator lowers the particle number by one: `n a_j = a_j n - a_j`. -/
theorem number_mul_mode {a : ι → A} (h : IsCAR a) (j : ι) :
    number a * a j = a j * number a - a j := by
  have key : ∀ s x y d : A, x * y + y * x = 0 → y * s + s * y = d →
      s * x * y = y * (s * x) - d * x := by
    intro s x y d h1 h2
    linear_combination (norm := noncomm_ring) s * h1 - h2 * x
  simp only [number, Finset.sum_mul, Finset.mul_sum]
  rw [Finset.sum_congr rfl (fun i _ => key _ _ _ _ (h.anti i j) (h.mixed j i)),
    Finset.sum_sub_distrib]
  simp [ite_mul, Finset.sum_ite_eq]
```

The second lemma first extends this to the span of the annihilators (`hV`), then inducts on `p`. In the successor case, `Submodule.mul_induction_on` splits the claim into a single product $Bv$ and sums of products.

```lean
/-- Under the CAR a combination `B` of `p`-fold annihilator products lowers the particle number
by `p`: `n B = B n - p B`. -/
theorem number_mul_product {a : ι → A} (h : IsCAR a) {p : ℕ} {B : A} (hB : B ∈ products a p) :
    number a * B = B * number a - (p : ℂ) • B := by
  have hV : ∀ v ∈ Submodule.span ℂ (Set.range a), number a * v = v * number a - v := by
    intro v hv
    induction hv using Submodule.span_induction with
    | mem x hx =>
      obtain ⟨j, rfl⟩ := hx
      exact number_mul_mode h j
    | zero => simp
    | add x y _ _ hx hy => rw [mul_add, hx, hy, add_mul]; abel
    | smul c x _ hx => rw [mul_smul_comm, hx, smul_mul_assoc, smul_sub]
  unfold products at hB
  induction p generalizing B with
  | zero =>
    rw [pow_zero, Submodule.mem_one] at hB
    obtain ⟨y, rfl⟩ := hB
    simp [Algebra.commutes y (number a)]
  | succ p ih =>
    rw [pow_succ] at hB
    refine Submodule.mul_induction_on hB ?_ ?_
    · intro m hm v hv
      rw [← mul_assoc (number a) m v, ih hm, sub_mul, mul_assoc m (number a) v, hV v hv,
        mul_sub, smul_mul_assoc, ← mul_assoc m v (number a)]
      push_cast
      module
    · intro x y hx hy
      rw [mul_add, hx, hy, add_mul, smul_add]
      abel
```

The contraction identity is the third step. The equation `e` is the operator identity before $w$ is applied; `hw` then replaces $w(B^*Bn)$ by $N\,w(B^*B)$.

```lean
/-- Contraction identity: under the CAR and at sharp particle number `N`, summing
`w ((a_k B)* (a_k B))` over all modes gives `(N - p) w (B* B)` for `p`-fold `B`. -/
theorem contraction {a : ι → A} (h : IsCAR a) {w : A →ₗ[ℂ] ℂ} {N p : ℕ}
    (hw : HasParticleNumber a w N) {B : A} (hB : B ∈ products a p) :
    ∑ k, w (star (a k * B) * (a k * B)) = ((N : ℂ) - p) * w (star B * B) := by
  have e : ∑ k, star (a k * B) * (a k * B)
      = star B * B * number a - (p : ℂ) • (star B * B) := by
    calc _ = star B * (number a * B) := by
          simp only [number, star_mul, Finset.sum_mul, Finset.mul_sum, mul_assoc]
      _ = _ := by rw [number_mul_product h hB, mul_sub, mul_smul_comm, mul_assoc]
  rw [← map_sum, e, map_sub, map_smul, hw, smul_eq_mul]
  ring
```

Q: So far there is no inequality.

A: It comes next. The sum over $k$ is nonnegative, the contraction identity rewrites it, and multiplication by the positive real number $1/(N-p)$ isolates $w(B^*B)$. Only the operators $a_kB$ for the given $B$ need to be tested.

```lean
/-- Under the CAR and at sharp particle number `N > p`, a `p`-fold `B` has `w (B* B) ≥ 0` as soon
as `w ((a_k B)* (a_k B)) ≥ 0` for every mode `k`. -/
theorem nonneg_of_contraction {a : ι → A} (h : IsCAR a) {w : A →ₗ[ℂ] ℂ} {N p : ℕ}
    (hw : HasParticleNumber a w N) (hp : p < N) {B : A} (hB : B ∈ products a p)
    (hk : ∀ k, 0 ≤ w (star (a k * B) * (a k * B))) : 0 ≤ w (star B * B) := by
  have hs := Finset.sum_nonneg (s := Finset.univ) (fun k _ => hk k)
  rw [contraction h hw hB] at hs
  have hc : (0 : ℝ) < (N : ℝ) - p := sub_pos.2 (by exact_mod_cast hp)
  have hne : (N : ℂ) - p ≠ 0 := sub_ne_zero.2 (by exact_mod_cast hp.ne')
  -- divide by the positive number `N - p`
  have h2 := mul_nonneg (Complex.zero_le_real.2 (inv_pos.2 hc).le) hs
  push_cast at h2
  rwa [← mul_assoc, inv_mul_cancel₀ hne, one_mul] at h2
```

Repeating this lowers the order one at a time. Hence positivity of order $q\le N$ implies positivity of every order $p\le q$. The induction starts from $p=q$, where there is nothing to do, and each descent from $m+1$ to $m$ uses $m<N$.

```lean
/-- Under the CAR and at sharp particle number `N`, positivity of order `q ≤ N` implies
positivity of every lower order `p ≤ q`. -/
theorem orderPositive_of_le {a : ι → A} (h : IsCAR a) {w : A →ₗ[ℂ] ℂ} {N p q : ℕ}
    (hw : HasParticleNumber a w N) (hpq : p ≤ q) (hqN : q ≤ N)
    (hq : OrderPositive a w q) : OrderPositive a w p := by
  induction q, hpq using Nat.le_induction with
  | base => exact hq
  | succ m hm ih =>
    refine ih (by omega) (fun B hB => nonneg_of_contraction h hw (by omega) hB fun k => hq _ ?_)
    rw [products, pow_succ']
    exact Submodule.mul_mem_mul (Submodule.subset_span ⟨k, rfl⟩) hB
```

Q: I would rather see coefficients than powers of a submodule.

A: Then take the explicit operators $\sum_{ij}c_{ij}a_ia_j$ and $\sum_{ijk}c_{ijk}a_ia_ja_k$. The coefficients are arbitrary; only their antisymmetric parts matter, because the annihilators anticommute.

```lean
/-- The pair operator with coefficients `c i j`. -/
def pairOp (a : ι → A) (c : ι → ι → ℂ) : A := ∑ i, ∑ j, c i j • (a i * a j)

/-- The triple operator with coefficients `c i j k`. -/
def tripleOp (a : ι → A) (c : ι → ι → ι → ℂ) : A :=
  ∑ i, ∑ j, ∑ k, c i j k • (a i * a j * a k)
```

The theorem in this language reads: given the anticommutation relations, sharp particle number $N\ge3$, and $w(T^*T)\ge0$ for every triple operator $T$, the pair inequality holds for every choice of $c_{ij}$. The proof places the pair operator in `products a 2` and applies the previous inequality. The product $a_kB$ is a triple operator whose coefficients are $c_{ij}$ when the first index equals $k$ and zero otherwise, which is the equation `e`.

```lean
/-- Redundancy of the D condition: under the CAR and at sharp particle number `N ≥ 3`, positivity
on all triple operators implies positivity on all pair operators. -/
theorem D_condition_of_triples {a : ι → A} (h : IsCAR a) {w : A →ₗ[ℂ] ℂ} {N : ℕ}
    (hw : HasParticleNumber a w N) (hN : 3 ≤ N)
    (hT : ∀ c, 0 ≤ w (star (tripleOp a c) * tripleOp a c)) (c : ι → ι → ℂ) :
    0 ≤ w (star (pairOp a c) * pairOp a c) := by
  have hB : pairOp a c ∈ products a 2 := by
    refine Submodule.sum_mem _ fun i _ => Submodule.sum_mem _ fun j _ =>
      Submodule.smul_mem _ _ ?_
    rw [products, pow_two]
    exact Submodule.mul_mem_mul (Submodule.subset_span ⟨i, rfl⟩) (Submodule.subset_span ⟨j, rfl⟩)
  refine nonneg_of_contraction h hw (by omega) hB fun k => ?_
  -- `a k` times a pair operator is a triple operator
  have e : tripleOp a (fun l i j => if l = k then c i j else 0) = a k * pairOp a c := by
    unfold tripleOp pairOp
    rw [Finset.sum_eq_single k (fun l _ hl => by simp [hl]) (by simp)]
    simp [Finset.mul_sum, mul_assoc]
  rw [← e]
  exact hT _
```

Q: What does this buy in a calculation?

A: In a variational reduced-density-matrix calculation with finitely many orbitals and fixed $N\ge3$, a separate D constraint adds nothing once the three-particle matrix is positive semidefinite and both matrices come from one such $w$.

Q: People use "three-positivity" for more than that.

A: They do: it usually tests triple products that mix creators and annihilators as well. The hypothesis here uses annihilators only, and the conclusion is correspondingly about D. The theorems do not address the Q and G conditions, which test hole pairs and particle–hole pairs. At $N=3$ the three-particle matrix is, up to a constant factor, the density matrix of the whole system, so with $w(1)=1$ its positivity already makes it the matrix of an actual state. For $N\ge4$, representability by an actual $N$-electron state is in general a stronger demand.

Q: Why not allow $N=2$?

A: The factor $N-2$ vanishes, and the implication fails. As a short argument by hand, outside the code, take three orbitals and let $|12\rangle$ and $|13\rangle$ be normalised two-particle states. Put $w(X)=2\langle12|X|12\rangle-\langle13|X|13\rangle$. Then $w(1)=1$ and the particle number is sharply 2. Triples annihilate both states, so the triple condition holds trivially, but $B=a_1a_3$ gives $w(B^*B)=-1$. So $N\ge3$ can't be relaxed to $N\ge2$.

Q: Last doubt: does anything satisfy all your assumptions at $N=3$, other than $w=0$?

A: The filled state of three orbitals does, and it is written out as $8\times8$ matrices. Modes are numbered 0, 1, 2, and the binary digits of a basis label from 0 to 7 are the occupations. The annihilator of mode $k$ removes digit $k$, with a minus sign when an odd number of lower modes is occupied.

```lean
/-- Integer matrix of the annihilator of mode `k` on three modes; the binary digits of the basis
label are the occupations, and the sign counts the occupied modes below `k`. -/
def fockZ (k : Fin 3) : Matrix (Fin 8) (Fin 8) ℤ := Matrix.of fun s t =>
  if s.val + 2 ^ k.val = t.val ∧ t.val / 2 ^ k.val % 2 = 1 then
    (if t.val % 2 ^ k.val = 1 ∨ t.val % 2 ^ k.val = 2 then -1 else 1) else 0
```

The entries are integers, so the matrix identities can be decided by computation; the complex matrices are their images.

```lean
/-- The annihilator of mode `k` as a complex matrix. -/
def mode (k : Fin 3) : Matrix (Fin 8) (Fin 8) ℂ := (Int.castRingHom ℂ).mapMatrix (fockZ k)
```

The function `occ` counts the particles in a basis state, and `filled` reads off the diagonal entry of label 7, where all three modes are occupied.

```lean
/-- The number of particles in basis state `t`. -/
def occ (t : Fin 8) : ℕ := t.val % 2 + t.val / 2 % 2 + t.val / 4

/-- The expectation value in the completely filled basis state 7. -/
def filled : Matrix (Fin 8) (Fin 8) ℂ →ₗ[ℂ] ℂ where
  toFun X := X 7 7
  map_add' _ _ := rfl
  map_smul' _ _ := rfl
```

The adjoint of a real matrix is its transpose, which brings the creators back to integer matrices.

```lean
/-- The creator of mode `k` is the transposed integer matrix, read over the complex numbers. -/
lemma star_mode (k : Fin 3) : star (mode k) = (Int.castRingHom ℂ).mapMatrix (fockZ k)ᵀ := by
  ext s t
  simp [mode, Matrix.star_apply]
```

The anticommutation relations are then checked for all pairs of modes by `decide +kernel`.

```lean
/-- The three matrix modes satisfy the CAR. -/
lemma isCAR_mode : IsCAR mode where
  anti i j := by
    have h : fockZ i * fockZ j + fockZ j * fockZ i = 0 := by
      revert i j; decide +kernel
    simp only [mode, ← map_mul, ← map_add, h, map_zero]
  mixed i j := by
    have h : fockZ i * (fockZ j)ᵀ + (fockZ j)ᵀ * fockZ i = if i = j then 1 else 0 := by
      revert i j; decide +kernel
    rw [star_mode, mode, ← map_mul, ← map_mul, ← map_add, h]
    split_ifs
    · exact map_one _
    · exact map_zero _
```

The same method shows that the number operator is diagonal with the particle counts as entries.

```lean
/-- The number operator of the three modes is diagonal and counts the particles. -/
lemma number_mode : number mode = Matrix.diagonal (fun t => (occ t : ℂ)) := by
  have e : number mode = (Int.castRingHom ℂ).mapMatrix (∑ k, (fockZ k)ᵀ * fockZ k) := by
    unfold number
    rw [map_sum]
    refine Finset.sum_congr rfl fun k _ => ?_
    rw [star_mode, map_mul]
    rfl
  have hZ : ∑ k, (fockZ k)ᵀ * fockZ k = Matrix.diagonal (fun t => (occ t : ℤ)) := by
    decide +kernel
  rw [e, hZ]
  ext s t
  rcases eq_or_ne s t with rfl | h
  · simp
  · simp [h]
```

Q: And the positivity of the filled state?

A: The entry $(B^*B)_{77}$ equals $\sum_s|B_{s7}|^2$, with $s$ running over the basis labels, so it is nonnegative for every matrix $B$, triple operators included. The particle number is 3 because column 7 of $Xn$ is three times column 7 of $X$, and normalisation is the diagonal entry of the identity.

```lean
/-- Three modes in the completely filled state satisfy the CAR, sharp particle number 3,
normalisation and positivity of order 3. -/
theorem orderPositive_witness :
    IsCAR mode ∧ HasParticleNumber mode filled 3 ∧ filled 1 = 1 ∧
      OrderPositive mode filled 3 := by
  refine ⟨isCAR_mode, fun X => ?_, Matrix.one_apply_eq 7, fun B _ => ?_⟩
  · have h7 : occ 7 = 3 := rfl
    change (X * number mode) 7 7 = ((3 : ℕ) : ℂ) * X 7 7
    rw [number_mode, Matrix.mul_diagonal, h7]
    exact mul_comm _ _
  · -- the expectation value of `B* B` is a sum of squared moduli
    change 0 ≤ (star B * B) 7 7
    rw [Matrix.mul_apply]
    refine Finset.sum_nonneg fun s _ => ?_
    rw [Matrix.star_apply]
    exact star_mul_self_nonneg _

end

end ThreeParticlePositivity
```

```lean
#print axioms ThreeParticlePositivity.orderPositive_of_le
#print axioms ThreeParticlePositivity.D_condition_of_triples
```

```
'ThreeParticlePositivity.orderPositive_of_le' depends on axioms: [propext, Classical.choice, Quot.sound]
'ThreeParticlePositivity.D_condition_of_triples' depends on axioms: [propext, Classical.choice, Quot.sound]
```
